# For an antisymmetric 4×4 matrix A with zero diagonal, Pf(BABᵀ) = det(B) Pf(A)

Suppose that a code for a BCS or Hartree–Fock–Bogoliubov state stores the expectation value of a product of four annihilation operators, and that the basis changes within this block of four orbitals. The code can transform the pair contractions and evaluate Wick's formula again, or it can multiply the old value by the determinant of the matrix that mixes the annihilation operators. The identity below says that the two routes agree.

## The determinant law for four anticommuting operators

Let ψ₀, ψ₁, ψ₂, ψ₃ be the four operators and let G(i,j) = ⟨ψᵢψⱼ⟩ be their contractions. Wick's formula sums over the three ways of pairing four operators, each with its fermionic sign:

W(i,j,k,l) = G(i,j) G(k,l) − G(i,k) G(j,l) + G(i,l) G(j,k).

For a 4×4 matrix A, the Pfaffian is the same expression at the indices 0, 1, 2, 3:

Pf(A) = A(0,1) A(2,3) − A(0,2) A(1,3) + A(0,3) A(1,2).

Let B be any 4×4 matrix, invertible or not. If A is antisymmetric with zero diagonal, then

Pf(BABᵀ) = det(B) Pf(A).

With A = G, this is the transformation law of the four-point function under the mixing φₐ = Σᵢ B(a,i) ψᵢ. For the same matrices A, the square of the Pfaffian is the determinant: Pf(A)² = det(A).

## Orbital rotations in a paired state

In a BCS or Hartree–Fock–Bogoliubov state, which is Gaussian and therefore obeys Wick's theorem, the law gives the change of ⟨c₀c₁c₂c₃⟩ when the four annihilation operators are mixed among themselves. The contractions are the pair amplitudes ⟨cᵢcⱼ⟩. They are antisymmetric because annihilation operators anticommute, and their diagonal vanishes because cᵢ² = 0.

The factors on the left and right of G are B and Bᵀ, without complex conjugation, because both operators in the contraction are annihilation operators and both carry the coefficients of B. For the matrix N(i,j) = ⟨cᵢ†cⱼ⟩ the first operator carries the conjugate coefficients, so N becomes conj(B) N Bᵀ, where conj(B) is the entrywise complex conjugate of B. The two rules should be kept apart. Orbital coefficients also need care, because they are the coefficients of the creation operators: if φₐ† = Σᵢ U(i,a) cᵢ†, then B = U†, and the factor det(B) is the complex conjugate of det(U).

Evaluating both sides for a generic complex B is a useful check on an implementation. It exposes a wrong sign in the middle pairing, or a conjugate transpose where a transpose belongs. It can't detect that B and Bᵀ have been interchanged throughout, since the two have the same determinant. A diagonal B is a poor choice, because it scales all three pairings equally and hides sign errors.

## From three pairings to a determinant

The contractions of the mixed operators follow from linearity:

⟨φₐφ_b⟩ = Σᵢⱼ B(a,i) B(b,j) G(i,j) = (BGBᵀ)(a,b).

Next, expand all four mixed operators and apply Wick's formula to each term:

Σᵢⱼₖₗ B(0,i) B(1,j) B(2,k) B(3,l) W(i,j,k,l).

In the first pairing, the sums over i, j separate from those over k, l:

[Σᵢⱼ B(0,i) B(1,j) G(i,j)] [Σₖₗ B(2,k) B(3,l) G(k,l)] = (BGBᵀ)(0,1) (BGBᵀ)(2,3).

The second pairing separates into sums over i, k and over j, l, and gives (BGBᵀ)(0,2) (BGBᵀ)(1,3). The third separates into sums over i, l and over j, k, and gives (BGBᵀ)(0,3) (BGBᵀ)(1,2). With their signs, the three products add up to Pf(BGBᵀ). So far, no symmetry of G has been used.

Now let G be antisymmetric with zero diagonal. Exchanging the first two indices of W gives

W(j,i,k,l) = −G(i,j) G(k,l) − G(j,k) G(i,l) + G(j,l) G(i,k) = −W(i,j,k,l).

Exchanging the middle two gives

W(i,k,j,l) = G(i,k) G(j,l) − G(i,j) G(k,l) − G(i,l) G(j,k) = −W(i,j,k,l),

and exchanging the last two gives

W(i,j,l,k) = −G(i,j) G(k,l) − G(i,l) G(j,k) + G(i,k) G(j,l) = −W(i,j,k,l).

If two indices are equal, such exchanges bring them to the front and change at most the sign. There

W(i,i,k,l) = G(i,i) G(k,l) − G(i,k) G(i,l) + G(i,l) G(i,k) = 0.

Only terms in which i, j, k, l is a permutation σ of 0, 1, 2, 3 survive, and each has W = sgn(σ) Pf(G). The fourfold sum is therefore

Pf(G) Σ_σ sgn(σ) B(0,σ(0)) B(1,σ(1)) B(2,σ(2)) B(3,σ(3)) = det(B) Pf(G).

For the square, name the entries of A above the diagonal a = A(0,1), b = A(0,2), c = A(0,3), d = A(1,2), e = A(1,3), f = A(2,3), and put P = Pf(A) = af − be + cd. Expand det(A) along row 0, whose first entry is zero. The minors left by striking out columns 1, 2 and 3 are

M₁ = −af² − cdf + bef = −fP,

M₂ = −aef + be² − cde = −eP,

M₃ = −adf + bde − cd² = −dP.

Hence

det(A) = −aM₁ + bM₂ − cM₃ = (af − be + cd) P = P².

The antisymmetry argument also covers four operators mixed from n modes, with B now a 4×n matrix. Grouping the terms by the set of modes that occur gives

Pf(BGBᵀ) = Σ over i<j<k<l of det(B restricted to columns i, j, k, l) · W(i,j,k,l).

This form applies when four orbitals are built from a larger basis. It rests on the argument just given; the file has no theorem for it.

## The 4×4 law and its proof in Lean

```lean
import Mathlib

open Matrix

namespace FourPointPfaffian

variable {R : Type*} [CommRing R]

/-- Wick's formula for the four-point function of modes `a, b, c, d` with contractions `G`:
the sum over the three pairings with their fermionic signs. -/
def fourPoint {n : Type*} (G : Matrix n n R) (a b c d : n) : R :=
  G a b * G c d - G a c * G b d + G a d * G b c

/-- The Pfaffian expression of a 4×4 matrix, read from the entries above the diagonal. -/
def pf (A : Matrix (Fin 4) (Fin 4) R) : R := fourPoint A 0 1 2 3

/-- An entry of `B G Bᵀ`, read as the contraction of two mixed operators, is the double sum of the
original contractions, weighted by the mixing coefficients. -/
theorem mixed_contraction {m n : Type*} [Fintype n] (B : Matrix m n R) (G : Matrix n n R)
    (a b : m) : (B * G * Bᵀ) a b = ∑ i, ∑ j, B a i * B b j * G i j := by
  simp only [Matrix.mul_apply, Matrix.transpose_apply, Finset.sum_mul]
  refine Finset.sum_comm.trans ?_
  exact Finset.sum_congr rfl fun i _ => Finset.sum_congr rfl fun j _ => by ring

/-- Expanding four mixed operators in the original modes and applying Wick's formula to each
term gives Wick's formula with the mixed contractions `B G Bᵀ`. -/
theorem fourPoint_mixing {m n : Type*} [Fintype n] (B : Matrix m n R) (G : Matrix n n R)
    (a b c d : m) :
    ∑ i, ∑ j, ∑ k, ∑ l, B a i * B b j * B c k * B d l * fourPoint G i j k l
      = fourPoint (B * G * Bᵀ) a b c d := by
  -- pairing (ab)(cd)
  have h1 : (B * G * Bᵀ) a b * (B * G * Bᵀ) c d
      = ∑ i, ∑ j, ∑ k, ∑ l, B a i * B b j * B c k * B d l * (G i j * G k l) := by
    rw [mixed_contraction, mixed_contraction, Finset.sum_mul_sum]
    refine Finset.sum_congr rfl fun i _ => ?_
    simp only [Finset.sum_mul_sum]
    refine Finset.sum_comm.trans ?_
    exact Finset.sum_congr rfl fun j _ => Finset.sum_congr rfl fun k _ =>
      Finset.sum_congr rfl fun l _ => by ring
  -- pairing (ac)(bd)
  have h2 : (B * G * Bᵀ) a c * (B * G * Bᵀ) b d
      = ∑ i, ∑ j, ∑ k, ∑ l, B a i * B b j * B c k * B d l * (G i k * G j l) := by
    rw [mixed_contraction, mixed_contraction, Finset.sum_mul_sum]
    refine Finset.sum_congr rfl fun i _ => Finset.sum_congr rfl fun j _ => ?_
    rw [Finset.sum_mul_sum]
    exact Finset.sum_congr rfl fun k _ => Finset.sum_congr rfl fun l _ => by ring
  -- pairing (ad)(bc)
  have h3 : (B * G * Bᵀ) a d * (B * G * Bᵀ) b c
      = ∑ i, ∑ j, ∑ k, ∑ l, B a i * B b j * B c k * B d l * (G i l * G j k) := by
    rw [mixed_contraction, mixed_contraction, Finset.sum_mul_sum]
    refine Finset.sum_congr rfl fun i _ => Finset.sum_congr rfl fun j _ => ?_
    rw [Finset.sum_mul_sum]
    refine Finset.sum_comm.trans ?_
    exact Finset.sum_congr rfl fun k _ => Finset.sum_congr rfl fun l _ => by ring
  unfold fourPoint
  rw [h1, h2, h3]
  simp only [mul_add, mul_sub, Finset.sum_add_distrib, Finset.sum_sub_distrib]

/-- The determinant of a 4×4 matrix, expanded along its first row. -/
theorem det_four (B : Matrix (Fin 4) (Fin 4) R) : B.det =
    B 0 0 * (B 1 1 * (B 2 2 * B 3 3 - B 2 3 * B 3 2)
      - B 1 2 * (B 2 1 * B 3 3 - B 2 3 * B 3 1) + B 1 3 * (B 2 1 * B 3 2 - B 2 2 * B 3 1))
    - B 0 1 * (B 1 0 * (B 2 2 * B 3 3 - B 2 3 * B 3 2)
      - B 1 2 * (B 2 0 * B 3 3 - B 2 3 * B 3 0) + B 1 3 * (B 2 0 * B 3 2 - B 2 2 * B 3 0))
    + B 0 2 * (B 1 0 * (B 2 1 * B 3 3 - B 2 3 * B 3 1)
      - B 1 1 * (B 2 0 * B 3 3 - B 2 3 * B 3 0) + B 1 3 * (B 2 0 * B 3 1 - B 2 1 * B 3 0))
    - B 0 3 * (B 1 0 * (B 2 1 * B 3 2 - B 2 2 * B 3 1)
      - B 1 1 * (B 2 0 * B 3 2 - B 2 2 * B 3 0) + B 1 2 * (B 2 0 * B 3 1 - B 2 1 * B 3 0)) := by
  -- the rows and columns that remain in each minor, and the exponents of the signs
  have s0 : Fin.succ (0 : Fin 3) = (1 : Fin 4) := rfl
  have s1 : Fin.succ (1 : Fin 3) = (2 : Fin 4) := rfl
  have s2 : Fin.succ (2 : Fin 3) = (3 : Fin 4) := rfl
  have a00 : Fin.succAbove (0 : Fin 4) (0 : Fin 3) = 1 := by decide
  have a01 : Fin.succAbove (0 : Fin 4) (1 : Fin 3) = 2 := by decide
  have a02 : Fin.succAbove (0 : Fin 4) (2 : Fin 3) = 3 := by decide
  have a10 : Fin.succAbove (1 : Fin 4) (0 : Fin 3) = 0 := by decide
  have a11 : Fin.succAbove (1 : Fin 4) (1 : Fin 3) = 2 := by decide
  have a12 : Fin.succAbove (1 : Fin 4) (2 : Fin 3) = 3 := by decide
  have a20 : Fin.succAbove (2 : Fin 4) (0 : Fin 3) = 0 := by decide
  have a21 : Fin.succAbove (2 : Fin 4) (1 : Fin 3) = 1 := by decide
  have a22 : Fin.succAbove (2 : Fin 4) (2 : Fin 3) = 3 := by decide
  have a30 : Fin.succAbove (3 : Fin 4) (0 : Fin 3) = 0 := by decide
  have a31 : Fin.succAbove (3 : Fin 4) (1 : Fin 3) = 1 := by decide
  have a32 : Fin.succAbove (3 : Fin 4) (2 : Fin 3) = 2 := by decide
  have v0 : ((0 : Fin 4) : ℕ) = 0 := rfl
  have v1 : ((1 : Fin 4) : ℕ) = 1 := rfl
  have v2 : ((2 : Fin 4) : ℕ) = 2 := rfl
  have v3 : ((3 : Fin 4) : ℕ) = 3 := rfl
  rw [Matrix.det_succ_row_zero, Fin.sum_univ_four]
  simp only [Matrix.det_fin_three, Matrix.submatrix_apply, s0, s1, s2, a00, a01, a02,
    a10, a11, a12, a20, a21, a22, a30, a31, a32, v0, v1, v2, v3]
  ring

/-- Under a linear mixing `B`, the Pfaffian of an antisymmetric 4×4 matrix with zero diagonal
is multiplied by the determinant of `B`. -/
theorem pf_congruence (A B : Matrix (Fin 4) (Fin 4) R) (hA : Aᵀ = -A)
    (hd : ∀ i, A i i = 0) : pf (B * A * Bᵀ) = B.det * pf A := by
  have h (i j : Fin 4) : A j i = -A i j := congrFun (congrFun hA i) j
  -- only the six entries above the diagonal are independent
  rw [det_four]
  simp only [pf, fourPoint, Matrix.mul_apply, Matrix.transpose_apply, Fin.sum_univ_four,
    hd, h 0 1, h 0 2, h 0 3, h 1 2, h 1 3, h 2 3]
  ring

/-- The Wick four-point function of four linearly mixed fermion operators is the determinant
of the mixing times the original one, for antisymmetric contractions with zero diagonal. -/
theorem fourPoint_det (G B : Matrix (Fin 4) (Fin 4) R) (hG : Gᵀ = -G)
    (hd : ∀ i, G i i = 0) :
    ∑ i, ∑ j, ∑ k, ∑ l, B 0 i * B 1 j * B 2 k * B 3 l * fourPoint G i j k l
      = B.det * fourPoint G 0 1 2 3 :=
  (fourPoint_mixing B G 0 1 2 3).trans (pf_congruence G B hG hd)

/-- The square of the Pfaffian of an antisymmetric 4×4 matrix with zero diagonal is its
determinant. -/
theorem pf_sq (A : Matrix (Fin 4) (Fin 4) R) (hA : Aᵀ = -A) (hd : ∀ i, A i i = 0) :
    pf A ^ 2 = A.det := by
  have h (i j : Fin 4) : A j i = -A i j := congrFun (congrFun hA i) j
  rw [det_four]
  simp only [pf, fourPoint, hd, h 0 1, h 0 2, h 0 3, h 1 2, h 1 3, h 2 3]
  ring

/-- Contractions in which mode 0 is paired with mode 1, and mode 2 with mode 3. -/
def pairedModes : Matrix (Fin 4) (Fin 4) ℤ :=
  !![0, 1, 0, 0; -1, 0, 0, 0; 0, 0, 0, 1; 0, 0, -1, 0]

/-- The paired contractions are antisymmetric with zero diagonal and have Pfaffian one. -/
theorem pf_congruence_witness :
    pairedModesᵀ = -pairedModes ∧ (∀ i, pairedModes i i = 0) ∧ pf pairedModes = 1 := by
  refine ⟨?_, ?_, ?_⟩
  · ext i j
    fin_cases i <;> fin_cases j <;> simp [pairedModes]
  · intro i
    fin_cases i <;> simp [pairedModes]
  · simp [pf, fourPoint, pairedModes]

/-- A mixing that sends the four operators to mode 0, mode 0, mode 1 and mode 1. -/
def repeatedModes : Matrix (Fin 4) (Fin 4) ℤ :=
  !![1, 0, 0, 0; 1, 0, 0, 0; 0, 1, 0, 0; 0, 1, 0, 0]

/-- For the identity matrix of contractions the determinant law fails: the repeated modes give
one on the left-hand side and zero on the right-hand side. -/
theorem det_law_fails_for_identity :
    pf (repeatedModes * 1 * repeatedModesᵀ) = 1 ∧
      repeatedModes.det * pf (1 : Matrix (Fin 4) (Fin 4) ℤ) = 0 := by
  constructor
  · rw [Matrix.mul_one]
    simp [pf, fourPoint, repeatedModes, Matrix.mul_apply, Fin.sum_univ_four]
  · simp [pf, fourPoint]

end FourPointPfaffian
```

```lean
#print axioms FourPointPfaffian.fourPoint_det
#print axioms FourPointPfaffian.pf_sq
#print axioms FourPointPfaffian.det_law_fails_for_identity
```

```
'FourPointPfaffian.fourPoint_det' depends on axioms: [propext, Classical.choice, Quot.sound]
'FourPointPfaffian.pf_sq' depends on axioms: [propext, Classical.choice, Quot.sound]
'FourPointPfaffian.det_law_fails_for_identity' depends on axioms: [propext, Classical.choice, Quot.sound]
```

The lemma `mixed_contraction` is the first step by hand: it writes an entry of `B * G * Bᵀ` as a double sum, exchanging the order of summation with `Finset.sum_comm`. In `fourPoint_mixing`, the facts `h1`, `h2` and `h3` treat the three pairings. `Finset.sum_mul_sum` turns a product of sums into a sum of products, the sums are reordered where necessary, and `ring` rearranges the factors. The last lines combine the three results with their signs.

The lemma `det_four` expands the determinant along row 0 and then uses Mathlib's formula for 3×3 determinants. Its long list of small facts records which rows and columns remain in each minor, and the exponents of the alternating signs.

The proof of `pf_congruence` takes a different route from the permutation argument. The local fact `h` reads antisymmetry entry by entry, so that `simp only` can express everything through the sixteen entries of `B` and the six entries of `A` above the diagonal. Both sides are then polynomials in these entries, and `ring` verifies that they are equal. The cancellation of repeated indices and the collection of signs happen inside that comparison. The proof of `pf_sq` works in the same way, without `B`.

Finally, `fourPoint_det` chains `fourPoint_mixing` at the operators 0, 1, 2, 3 with `pf_congruence`.

## Contractions as input, exact arithmetic as setting

The matrix `G` holds the contractions, and row `a` of `B` holds the coefficients of the mixed operator φₐ. The type `Fin 4` labels four modes from 0 to 3. The entries lie in a commutative ring `R`, which includes the real and complex numbers. In words, `fourPoint_det` says that, for antisymmetric contractions with zero diagonal, expanding four mixed operators in the original modes, with Wick's formula applied to every term, gives the determinant of the mixing times the original four-point value.

The more general `fourPoint_mixing` holds for any finite set of modes and any choice of four mixed operators, repeated or not. It needs no symmetry of `G`, because it only says that Wick's formula is compatible with linear mixing.

The file contains no operators, no state and no expectation value. Wick's formula enters as the definition `fourPoint`, so Wick's theorem is assumed in the physical reading and not derived. For an interacting state, the four-point function generally has a connected part that this expression lacks. For four annihilation operators the determinant factor survives even then, because φ₀φ₁φ₂φ₃ = det(B) c₀c₁c₂c₃ already holds for the operators themselves; only the evaluation by pair contractions is lost. The Pfaffian is likewise defined only for 4×4 matrices.

The hypothesis `Gᵀ = -G` stands for operators that anticommute inside the contraction, and `∀ i, G i i = 0` for a vanishing contraction of an operator with itself. Over the real or complex numbers the second follows from the first. Over a general commutative ring it doesn't, because 2x = 0 need not imply x = 0, so it is stated separately.

The matrix `pairedModes` satisfies both hypotheses and has Pfaffian 1, so the hypotheses allow a nonzero four-point value. Its integer entries are chosen for simplicity and are too large for pair amplitudes of orthonormal modes in a normalised state, where |⟨cᵢcⱼ⟩| ≤ 1/2. Half of this matrix is physically possible and has Pfaffian 1/4. The theorem `det_law_fails_for_identity` shows what can happen when the two hypotheses are dropped. Its contraction matrix is the identity, as for Majorana operators with γᵢ² = 1 in the maximally mixed state. The mixing `repeatedModes` selects the product γ₀γ₀γ₁γ₁, whose value is 1, while the determinant law would give 0. A code that stores Majorana contractions with ones on the diagonal therefore can't apply the law to an arbitrary mixing of that matrix.

The equalities are exact. In floating-point arithmetic the two routes round differently, and the theorems give no bound on the difference. A comparison in a code needs a tolerance suited to the size of the terms, especially when the three pairings nearly cancel.
